# Time reversal forbids injection current under linearly polarized light in a finite band model

Light that lifts electrons from one band to another also changes their velocity. If these changes do not average out over the crystal, a current grows for as long as the light is on, provided relaxation is ignored. This is the injection current, and the question is which polarizations can drive it.

Take two k-points, \(k\) and its time-reversed partner \(Tk\), with a lower band 0 and an upper band 1 at the same energies at both points. There are two directions, also numbered 0 and 1, with velocity matrices

\[
V_0(k)=\begin{pmatrix}1&1\\1&-1\end{pmatrix},\quad V_0(Tk)=-V_0(k),\quad V_1(k)=V_1(Tk)=\begin{pmatrix}0&-i\\ i&0\end{pmatrix}.
\]

An electron lifted from band 0 to band 1 changes its velocity along direction 0 by \(-2\) at \(k\) and by \(+2\) at \(Tk\). For a field amplitude \(e=(e_0,e_1)\), the excitation strengths are \(|\bar e_0+i\bar e_1|^2\) at \(k\) and \(|-\bar e_0+i\bar e_1|^2\) at \(Tk\).

- Linear light has \(e=z(r_0,r_1)\), with \(r_0,r_1\) real and \(z\) complex. Both strengths equal \(|z|^2(r_0^2+r_1^2)\), and the two currents cancel.
- Circular light \(e=(1,i)\) has strengths 4 and 0. Only \(k\) is excited, and the rate is \(-2\cdot4=-8\). For the unit vector \((1,i)/\sqrt2\) it is \(-4\).

## The injection tensor as a sum over k-points and band pairs

For any finite sets of k-points, bands and directions, with band energies \(E_n(k)\), define

\[
\eta_{abc}=\sum_k\sum_{n,m} w(E_n,E_m)\,\big[(V_a)_{mm}-(V_a)_{nn}\big](V_b)_{nm}(V_c)_{mn},
\qquad
J_a(e)=\sum_{b,c}\eta_{abc}\,e_b\bar e_c .
\]

Here \(\eta_{abc}\) is the injection tensor, and \(J_a(e)\) is the rate at which the current along \(a\) grows, not the current itself. The weight \(w\) stands for the occupation factors and the resonance condition at the photon energy, with the delta function broadened to an ordinary function. Charge and other prefactors are left out.

In the code, `K`, `N` and `D` are the sets of k-points, bands and directions, and `V a k n m` is \((V_a(k))_{nm}\). Energies and velocities are independent data, not derived from a Hamiltonian. The structure `TimeReversal` collects the three conditions on \(T\) that are discussed below.

```lean
import Mathlib

open ComplexConjugate

namespace InjectionCurrent

noncomputable section

variable {K N D : Type*} [Fintype K] [Fintype N] [Fintype D]

/-- Time reversal on a finite set of k-points: an involution `T` that preserves the band
energies and sends each velocity matrix to minus its complex conjugate. -/
structure TimeReversal (T : K → K) (E : K → N → ℝ) (V : D → K → Matrix N N ℂ) : Prop where
  involutive : Function.Involutive T
  energy : ∀ k n, E (T k) n = E k n
  velocity : ∀ a k i j, V a (T k) i j = -conj (V a k i j)

/-- Contribution of one k-point to the injection tensor: each pair of bands enters with a real
weight `w` of its two energies, the velocity change, and two interband velocity elements. -/
def injectionAt (w : ℝ → ℝ → ℝ) (E : K → N → ℝ) (V : D → K → Matrix N N ℂ)
    (a b c : D) (k : K) : ℂ :=
  ∑ n, ∑ m, (w (E k n) (E k m) : ℂ) * (V a k m m - V a k n n) * V b k n m * V c k m n

/-- The injection tensor, summed over all k-points. -/
def injectionTensor (w : ℝ → ℝ → ℝ) (E : K → N → ℝ) (V : D → K → Matrix N N ℂ)
    (a b c : D) : ℂ :=
  ∑ k, injectionAt w E V a b c k

/-- Injection rate of the current along `a`, in units of the tensor, for light of complex
field amplitude `e`. -/
def injectionRate (w : ℝ → ℝ → ℝ) (E : K → N → ℝ) (V : D → K → Matrix N N ℂ)
    (a : D) (e : D → ℂ) : ℂ :=
  ∑ b, ∑ c, injectionTensor w E V a b c * e b * conj (e c)
```

The product \(e_b\bar e_c\) fixes a convention: \(e\) is the coefficient of \(e^{+i\omega t}\), where \(\omega\) is the light frequency. With the opposite time convention, \(e\) and \(\bar e\) change places, which relabels the two circular polarizations.

The step from this sum to a current in a crystal is second-order perturbation theory in the field for independent electrons, with relaxation ignored. It is taken as given.

## Hermitian velocities and a real weight

Velocity is an observable, so each \(V_a(k)\) is Hermitian: \(\overline{(V_a)_{ij}}=(V_a)_{ji}\). The weight is real because it is built from occupations and a line shape. Conjugating the tensor term by term gives

\[
\overline{\eta_{abc}}=\sum_k\sum_{n,m} w\,\big[(V_a)_{mm}-(V_a)_{nn}\big](V_b)_{mn}(V_c)_{nm}=\eta_{acb}.
\]

In Lean, Hermiticity is the hypothesis `hH`, and the reality of the weight is contained in its type `ℝ → ℝ → ℝ`. The `simp only` call moves the conjugation inward onto the matrix elements, and `ring` reorders the two interband factors.

```lean
variable {T : K → K} {E : K → N → ℝ} {V : D → K → Matrix N N ℂ}

omit [Fintype D] in
/-- For Hermitian velocities, complex conjugation of the injection tensor exchanges its two
field indices. -/
theorem conj_injectionTensor (w : ℝ → ℝ → ℝ) (hH : ∀ a k, (V a k).IsHermitian) (a b c : D) :
    conj (injectionTensor w E V a b c) = injectionTensor w E V a c b := by
  have h : ∀ a k i j, conj (V a k i j) = V a k j i := fun a k i j => (hH a k).apply j i
  unfold injectionTensor injectionAt
  simp only [map_sum, map_mul, map_sub, Complex.conj_ofReal, h]
  refine Finset.sum_congr rfl fun k _ => Finset.sum_congr rfl fun n _ =>
    Finset.sum_congr rfl fun m _ => ?_
  ring
```

Without Hermiticity, linear light can give a nonzero rate even when the time-reversal conditions hold. Take one k-point with \(Tk=k\), one direction, and \(V=i\begin{pmatrix}1&1\\1&-1\end{pmatrix}\), which satisfies \(V=-\bar V\). If only the transition from band 0 to band 1 has weight 1, then \(\eta=(-2i)(i)(i)=2i\). This example and the smaller variations below are pencil arithmetic, with no Lean proof behind them.

A complex weight would spoil the statement that the tensor is imaginary under time reversal: multiplying \(w\) by \(i\) turns an imaginary tensor into a real one. It would not spoil the antisymmetry derived next, where \(w\) is never conjugated.

## Time reversal pairs the k-points

Time reversal sends \(k\) to a partner \(Tk\) with the same energies and reversed velocities. The conditions are \(T(Tk)=k\), \(E_n(Tk)=E_n(k)\) and \(V_a(Tk)=-\overline{V_a(k)}\) entry by entry. The last one assumes that the phases of the Bloch states at \(Tk\) are chosen to match those at \(k\). A point may be its own partner, but there the condition describes spinless electrons: with spin one half, time reversal exchanges the two members of a Kramers pair, which this entrywise relation leaves out.

With Hermiticity, the velocity condition becomes \((V_a(Tk))_{ij}=-(V_a(k))_{ji}\). Write \(\eta_{abc}(k)\) for the contribution of one k-point. Three velocity factors give three minus signs, hence

\[
\eta_{abc}(Tk)=-\sum_{n,m}w\,\big[(V_a)_{mm}-(V_a)_{nn}\big](V_b)_{mn}(V_c)_{nm}=-\eta_{acb}(k),
\]

with all matrices on the right taken at \(k\). In the Lean proof the transposed relation is `hv`, and `hT.energy` makes the two weights equal.

```lean
omit [Fintype K] [Fintype D] in
/-- With time reversal and Hermitian velocities, the partner `T k` contributes minus what `k`
contributes with the two field indices exchanged. -/
theorem injectionAt_partner (w : ℝ → ℝ → ℝ) (hT : TimeReversal T E V)
    (hH : ∀ a k, (V a k).IsHermitian) (a b c : D) (k : K) :
    injectionAt w E V a b c (T k) = -injectionAt w E V a c b k := by
  have hv : ∀ a i j, V a (T k) i j = -(V a k j i) := fun a i j =>
    (hT.velocity a k i j).trans (congrArg Neg.neg ((hH a k).apply j i))
  unfold injectionAt
  simp only [hv, hT.energy, ← Finset.sum_neg_distrib]
  refine Finset.sum_congr rfl fun n _ => Finset.sum_congr rfl fun m _ => ?_
  ring
```

Since \(T\) only permutes the k-points, the sum may run over partners:

\[
\eta_{acb}=\sum_k\eta_{acb}(Tk)=-\sum_k\eta_{abc}(k)=-\eta_{abc}.
\]

Together with \(\overline{\eta_{abc}}=\eta_{acb}\) this gives \(\overline{\eta_{abc}}=-\eta_{abc}\), so the real part is zero. The reindexing is `sum_comp`, applied to the bijection that the involution provides. The final `linarith` concludes from \(\mathrm{Re}\,\eta=-\mathrm{Re}\,\eta\) that the real part vanishes.

```lean
omit [Fintype D] in
/-- With time reversal and Hermitian velocities, the injection tensor is purely imaginary and
antisymmetric in its two field indices. -/
theorem injectionTensor_timeReversal (w : ℝ → ℝ → ℝ) (hT : TimeReversal T E V)
    (hH : ∀ a k, (V a k).IsHermitian) (a b c : D) :
    (injectionTensor w E V a b c).re = 0 ∧
      injectionTensor w E V a c b = -injectionTensor w E V a b c := by
  -- summing over k is the same as summing over the partners T k
  have hs : injectionTensor w E V a c b = -injectionTensor w E V a b c := by
    unfold injectionTensor
    rw [← hT.involutive.bijective.sum_comp (injectionAt w E V a c b),
      ← Finset.sum_neg_distrib]
    exact Finset.sum_congr rfl fun k _ => injectionAt_partner w hT hH a c b k
  refine ⟨?_, hs⟩
  have h := congrArg Complex.re (conj_injectionTensor (E := E) w hH a b c)
  rw [hs, Complex.neg_re, Complex.conj_re] at h
  linarith
```

Each of the three conditions does some work in excluding a current under linear light:

- **Velocities.** One k-point with \(Tk=k\) and \(V=\begin{pmatrix}1&1\\1&-1\end{pmatrix}\) meets the other two conditions, and linear light injects at rate \(-2\). This is the model in `real_witness` below.
- **Energies.** In the opening example, shift the bands at \(Tk\) out of resonance so that their weight is zero. Light along direction 0 then gives \(-2\) from \(k\) alone.
- **Pairing.** Add to the opening example a third k-point that copies \(k\), and let \(T\) send it to \(Tk\) as well. The energy and velocity conditions still hold, but the sum for light along direction 0 is \(-2-2+2=-2\). The proof uses only that \(T\) is a bijection.

## Real velocity matrices at every k-point

The alternative hypothesis `hR` says that every entry of every \(V_a(k)\) is real. For spinless electrons this stands for the combined symmetry of inversion and time reversal, which maps each k-point to itself and allows phases in which the velocity matrices are real. A magnet can have this symmetry while lacking time reversal itself. For electrons with spin one half, however, the combined symmetry makes every band doubly degenerate, and the velocity matrices cannot in general be made real, so `hR` leaves that case out.

Every factor in the sum is now real, so \(\overline{\eta_{abc}}=\eta_{abc}\), and \(\overline{\eta_{abc}}=\eta_{acb}\) gives the symmetry in \(b,c\). The Lean proof takes the same two steps. If time reversal holds as well, the tensor is both imaginary and real, and therefore zero.

```lean
omit [Fintype D] in
/-- If the Hermitian velocity matrices are real at every k-point, the injection tensor is real
and symmetric in its two field indices. -/
theorem injectionTensor_real (w : ℝ → ℝ → ℝ) (hH : ∀ a k, (V a k).IsHermitian)
    (hR : ∀ a k i j, (V a k i j).im = 0) (a b c : D) :
    (injectionTensor w E V a b c).im = 0 ∧
      injectionTensor w E V a c b = injectionTensor w E V a b c := by
  have hc : ∀ a k i j, conj (V a k i j) = V a k i j :=
    fun a k i j => Complex.conj_eq_iff_im.mpr (hR a k i j)
  have h : conj (injectionTensor w E V a b c) = injectionTensor w E V a b c := by
    unfold injectionTensor injectionAt
    simp only [map_sum, map_mul, map_sub, Complex.conj_ofReal, hc]
  exact ⟨Complex.conj_eq_iff_im.mp h, (conj_injectionTensor w hH a b c).symm.trans h⟩

omit [Fintype D] in
/-- With time reversal and real Hermitian velocity matrices together, the injection tensor
vanishes. -/
theorem injectionTensor_eq_zero (w : ℝ → ℝ → ℝ) (hT : TimeReversal T E V)
    (hH : ∀ a k, (V a k).IsHermitian) (hR : ∀ a k i j, (V a k i j).im = 0) (a b c : D) :
    injectionTensor w E V a b c = 0 :=
  Complex.ext (injectionTensor_timeReversal w hT hH a b c).1
    (injectionTensor_real w hH hR a b c).1
```

Without real matrices the tensor need be neither real nor symmetric. The opening example has \(\eta_{001}=-4i\) and \(\eta_{010}=4i\).

## Linear polarization

Replacing \(e\) by \(\bar e\) reverses the handedness of the light. Renaming the summation indices gives

\[
J_a(\bar e)=\sum_{b,c}\eta_{abc}\,\bar e_b e_c=\sum_{b,c}\eta_{acb}\,e_b\bar e_c .
\]

Under time reversal this equals \(-J_a(e)\); for real velocity matrices it equals \(J_a(e)\). The renaming is `Finset.sum_comm` in the code.

Linear light is a real vector times one complex amplitude, \(e_b=z r_b\). Then \(\bar e_b e_c=|z|^2r_br_c=e_b\bar e_c\), so \(J_a(\bar e)=J_a(e)\). Under time reversal \(J_a(e)=-J_a(e)\), and the rate is zero. In `no_linear_injection` the two relations are `h` and `h'`, and `linear_combination` takes half their difference.

```lean
/-- With time reversal and Hermitian velocities, conjugating the field amplitude, which
reverses the handedness of the light, reverses the injection rate. -/
theorem injectionRate_conj_timeReversal (w : ℝ → ℝ → ℝ) (hT : TimeReversal T E V)
    (hH : ∀ a k, (V a k).IsHermitian) (a : D) (e : D → ℂ) :
    injectionRate w E V a (fun b => conj (e b)) = -injectionRate w E V a e := by
  unfold injectionRate
  rw [Finset.sum_comm]
  simp only [← Finset.sum_neg_distrib]
  refine Finset.sum_congr rfl fun x _ => Finset.sum_congr rfl fun y _ => ?_
  rw [(injectionTensor_timeReversal w hT hH a x y).2, Complex.conj_conj]
  ring

/-- With time reversal and Hermitian velocities, linearly polarized light (a real vector `r`
times one complex amplitude `z`) injects no current. -/
theorem no_linear_injection (w : ℝ → ℝ → ℝ) (hT : TimeReversal T E V)
    (hH : ∀ a k, (V a k).IsHermitian) (a : D) (z : ℂ) (r : D → ℝ) :
    injectionRate w E V a (fun b => z * (r b : ℂ)) = 0 := by
  have h := injectionRate_conj_timeReversal w hT hH a (fun b => z * (r b : ℂ))
  -- linear light has no handedness to reverse
  have h' : injectionRate w E V a (fun b => conj (z * (r b : ℂ))) =
      injectionRate w E V a (fun b => z * (r b : ℂ)) := by
    unfold injectionRate
    refine Finset.sum_congr rfl fun b _ => Finset.sum_congr rfl fun c _ => ?_
    simp only [map_mul, Complex.conj_ofReal, Complex.conj_conj]
    ring
  linear_combination (h - h') / 2

/-- For real Hermitian velocity matrices, conjugating the field amplitude leaves the injection
rate unchanged. -/
theorem injectionRate_conj_real (w : ℝ → ℝ → ℝ) (hH : ∀ a k, (V a k).IsHermitian)
    (hR : ∀ a k i j, (V a k i j).im = 0) (a : D) (e : D → ℂ) :
    injectionRate w E V a (fun b => conj (e b)) = injectionRate w E V a e := by
  unfold injectionRate
  rw [Finset.sum_comm]
  refine Finset.sum_congr rfl fun x _ => Finset.sum_congr rfl fun y _ => ?_
  rw [(injectionTensor_real w hH hR a x y).2, Complex.conj_conj]
  ring
```

If the polarization is not linear, time reversal allows a current, as the circular case of the opening example shows. For independent-electron calculations on a finite k-grid that \(T\) maps onto itself, with nondegenerate bands at each grid point, the theorem gives a symmetry check: in a non-magnetic crystal, the part of the computed tensor symmetric in \(b,c\) should vanish. At a degeneracy the diagonal velocity elements depend on the basis chosen for the degenerate states, and the theorem applies only if that basis meets the velocity condition.

## Two models with a nonzero rate

`modelV` holds the matrices of the opening example, with the direction as first index and the k-point as second. The map `![1, 0]` exchanges the two k-points. With energies 0 and 1, the weight \(w(x,y)=y(1-x)\) equals 1 for the transition from band 0 to band 1 and 0 for every other pair.

The first theorem confirms that this model satisfies the time-reversal and Hermiticity hypotheses and has rate \(-8\) for \(e=(1,i)\). The second treats one k-point and one direction with a real symmetric matrix, where the rate is \((-1-1)\cdot1\cdot1=-2\). Both are proved by going through all matrix entries and evaluating the finite sums.

```lean
/-- Velocities of a two-band model in two directions, at two k-points. -/
def modelV : Fin 2 → Fin 2 → Matrix (Fin 2) (Fin 2) ℂ :=
  ![![!![1, 1; 1, -1], !![-1, -1; -1, 1]],
    ![!![0, -Complex.I; Complex.I, 0], !![0, -Complex.I; Complex.I, 0]]]

/-- The two-band model with energies 0 and 1 has time reversal exchanging its k-points and Hermitian
velocities, and circular light of amplitude `(1, i)` injects a current along direction 0 at rate -8.
-/
theorem timeReversal_witness :
    TimeReversal ![1, 0] (fun _ => ![0, 1]) modelV ∧ (∀ a k, (modelV a k).IsHermitian) ∧
      injectionRate (fun x y => y * (1 - x)) (fun _ => ![0, 1]) modelV 0 ![1, Complex.I]
        = -8 := by
  refine ⟨⟨?_, fun _ _ => rfl, ?_⟩, ?_, ?_⟩
  · intro k
    fin_cases k <;> rfl
  · intro a k i j
    fin_cases a <;> fin_cases k <;> fin_cases i <;> fin_cases j <;> simp [modelV]
  · intro a k
    refine Matrix.IsHermitian.ext fun i j => ?_
    fin_cases a <;> fin_cases k <;> fin_cases i <;> fin_cases j <;> simp [modelV]
  · norm_num [injectionRate, injectionTensor, injectionAt, modelV, Fin.sum_univ_two,
      Complex.ext_iff]

/-- A single k-point with energies 0 and 1 and one real symmetric velocity matrix: linear light of
amplitude 1 injects a current at rate -2. -/
theorem real_witness :
    (!![1, 1; 1, -1] : Matrix (Fin 2) (Fin 2) ℂ).IsHermitian ∧
      (∀ i j, ((!![1, 1; 1, -1] : Matrix (Fin 2) (Fin 2) ℂ) i j).im = 0) ∧
      injectionRate (K := Unit) (D := Unit) (fun x y => y * (1 - x)) (fun _ => ![0, 1])
        (fun _ _ => !![1, 1; 1, -1]) () (fun _ => 1) = -2 := by
  refine ⟨Matrix.IsHermitian.ext fun i j => ?_, fun i j => ?_, ?_⟩
  · fin_cases i <;> fin_cases j <;> simp
  · fin_cases i <;> fin_cases j <;> simp
  · norm_num [injectionRate, injectionTensor, injectionAt, Fin.sum_univ_two]

end

end InjectionCurrent
```

```lean
#print axioms InjectionCurrent.injectionTensor_eq_zero
#print axioms InjectionCurrent.no_linear_injection
#print axioms InjectionCurrent.injectionRate_conj_real
```

```
'InjectionCurrent.injectionTensor_eq_zero' depends on axioms: [propext, Classical.choice, Quot.sound]
'InjectionCurrent.no_linear_injection' depends on axioms: [propext, Classical.choice, Quot.sound]
'InjectionCurrent.injectionRate_conj_real' depends on axioms: [propext, Classical.choice, Quot.sound]
```
